# Added energies and multiplied state series solve every Rayleigh–Schrödinger order for non-interacting fragments

Take two fragments $A$ and $B$ with Hamiltonians $H_A+\lambda V_A$ and $H_B+\lambda V_B$. Write $E^A_n$, $a_n$ and $E^B_n$, $b_n$ for their energy and state corrections of order $n$ in $\lambda$. Through first order, fragment $A$ satisfies

$$H_Aa_0=E^A_0a_0,\qquad H_Aa_1+V_Aa_0=E^A_0a_1+E^A_1a_0,$$

and $B$ satisfies the same equations with its own symbols. For the pair, let $H=H_A\otimes1+1\otimes H_B$ and $V=V_A\otimes1+1\otimes V_B$, and try $\psi_0=a_0\otimes b_0$ and $\psi_1=a_1\otimes b_0+a_0\otimes b_1$. Then

$$\begin{aligned}
H\psi_1+V\psi_0={}&(H_Aa_1+V_Aa_0)\otimes b_0+H_Aa_0\otimes b_1\\
&+a_0\otimes(H_Bb_1+V_Bb_0)+a_1\otimes H_Bb_0\\
={}&(E^A_0+E^B_0)\psi_1+(E^A_1+E^B_1)\psi_0 .
\end{aligned}$$

Each operator acts on one factor, where a fragment equation is available, and the other factor is a spectator. The same regrouping works at every order.

## The derivation at order $n$

For a series $\psi$, set $D_0=0$ and $D_{n+1}=V\psi_n$. The order equations are

$$H\psi_n+D_n=\sum_{i+j=n}E_i\psi_j\qquad(n=0,1,2,\dots).$$

Let $D^A$ and $D^B$ be the corresponding fragment series. The claim is that $E_n=E^A_n+E^B_n$ and $\psi_n=\sum_{i+j=n}a_i\otimes b_j$ solve these equations whenever the fragment series solve theirs.

The perturbation term splits. For $n\ge1$,

$$V\psi_{n-1}=\sum_{i+j=n-1}(V_Aa_i\otimes b_j+a_i\otimes V_Bb_j)
=\sum_{i+j=n}(D^A_i\otimes b_j+a_i\otimes D^B_j),$$

where the shift of index adds only terms with $D^A_0=0$ or $D^B_0=0$. At $n=0$ both sides vanish.

The energy term splits as well. Its $A$ part is a sum over triples of orders, which can be grouped differently:

$$\sum_{k+i+j=n}E^A_k\,a_i\otimes b_j=\sum_{m+j=n}\Bigl(\sum_{k+i=m}E^A_ka_i\Bigr)\otimes b_j
=\sum_{m+j=n}(H_Aa_m+D^A_m)\otimes b_j .$$

The last step is the fragment equation of order $m$. Adding the analogous $B$ part gives exactly $H\psi_n+D_n$.

The energies can be read off with a linear functional $\varphi$ that satisfies $\varphi(Hx)=E_0\varphi(x)$ for all $x$, $\varphi(\psi_0)=1$ and $\varphi(\psi_{n+1})=0$. Applied to the equation of order $n+1$, it gives $E_0\varphi(\psi_{n+1})+\varphi(V\psi_n)=E_{n+1}$, hence $E_{n+1}=\varphi(V\psi_n)$. For Hermitian $H$ and a unit vector $\psi_0$, the usual choice is $\varphi=\langle\psi_0|\cdot\rangle$.

In electronic structure this additivity is the size consistency of finite-order perturbation energies, here for fragments that do not interact and whose joint state space is a plain tensor product, without antisymmetrization between them. The zeroth-order Hamiltonian and the perturbation must each be a sum of fragment terms, as $H$ and $V$ are here. If only the full Hamiltonian splits in this way, the energies of finite order need not add up.

The absence of interaction matters already in one dimension. Let both fragment spaces be $\mathbb C$, with all fragment operators and energies zero and $a_0=b_0=1$. If the pair is given the perturbation $V=c\neq0$, a constant interaction energy, its first-order equation forces $E_1=c$, whereas the fragment energies add up to $0$.

## Order equations on arbitrary complex vector spaces

The spaces `M`, `A` and `B` carry no inner product and may have any dimension. Operators are linear maps defined everywhere, so Hermiticity, operator domains and convergence in $\lambda$ play no part.

In Lean 4 with Mathlib:

```lean
import Mathlib

open scoped TensorProduct Polynomial
open Finset.HasAntidiagonal (antidiagonal)

namespace PerturbationSizeConsistency

noncomputable section

variable {M A B : Type*} [AddCommGroup M] [Module ℂ M]
  [AddCommGroup A] [Module ℂ A] [AddCommGroup B] [Module ℂ B]
```

The series $D_n$ is `driven V ψ`. Defining it by cases avoids an order $-1$.

```lean
/-- The perturbation acting on the correction of the preceding order; it is zero at order zero. -/
def driven (V : M →ₗ[ℂ] M) (ψ : ℕ → M) : ℕ → M
  | 0 => 0
  | n + 1 => V (ψ n)
```

The right-hand side of the order equation sums over `antidiagonal n`, the finite set of pairs $(i,j)$ with $i+j=n$. The first entry is the energy order and the second the state order.

```lean
/-- The order-`n` part of the product of the energy series and the state series. -/
def energyTerm (E : ℕ → ℂ) (ψ : ℕ → M) (n : ℕ) : M :=
  ∑ p ∈ antidiagonal n, E p.1 • ψ p.2
```

`SolvesOrders` demands the equation at every `n`. It does not require a nonzero state: the zero series solves the equations with any energies. The normalization defined below excludes it.

```lean
/-- The Rayleigh-Schrödinger equations of all orders for the Hamiltonian `H` perturbed by `V`. -/
def SolvesOrders (H V : M →ₗ[ℂ] M) (E : ℕ → ℂ) (ψ : ℕ → M) : Prop :=
  ∀ n, H (ψ n) + driven V ψ n = energyTerm E ψ n
```

The composite operators are Kronecker sums. `rTensor B S` is $S\otimes1$ and `lTensor A T` is $1\otimes T$.

```lean
/-- The Kronecker sum `S ⊗ 1 + 1 ⊗ T` of operators on two fragments. -/
def kronSum (S : A →ₗ[ℂ] A) (T : B →ₗ[ℂ] B) : A ⊗[ℂ] B →ₗ[ℂ] A ⊗[ℂ] B :=
  LinearMap.rTensor B S + LinearMap.lTensor A T
```

The composite corrections are the convolution of the fragment corrections, that is, the coefficients of the formal product of the two state series in $\lambda$. The product form belongs to the whole series: a single correction such as $\psi_1=a_1\otimes b_0+a_0\otimes b_1$ is in general a sum of products and not itself a product vector.

```lean
/-- The order-`n` part of the tensor product of two state series. -/
def productState (a : ℕ → A) (b : ℕ → B) (n : ℕ) : A ⊗[ℂ] B :=
  ∑ p ∈ antidiagonal n, a p.1 ⊗ₜ[ℂ] b p.2
```

Intermediate normalization is stated for a general functional `φ`, which takes the place of the overlap with the reference state.

```lean
/-- Intermediate normalization: the reference functional is one on the zeroth-order state and
zero on every correction. -/
def Normalized (φ : M →ₗ[ℂ] ℂ) (ψ : ℕ → M) : Prop :=
  φ (ψ 0) = 1 ∧ ∀ n, φ (ψ (n + 1)) = 0
```

## Splitting the perturbation and the energy

The first lemma is the index shift. At order `n + 1`, the two `sum_antidiagonal_succ` rewrites detach the $i=0$ term from one sum and the $j=0$ term from the other; both contain `driven` at order zero and vanish.

```lean
/-- The perturbation term of a product series is the sum of the two fragment contributions. -/
theorem driven_product (VA : A →ₗ[ℂ] A) (VB : B →ₗ[ℂ] B) (a : ℕ → A) (b : ℕ → B) (n : ℕ) :
    driven (kronSum VA VB) (productState a b) n =
      productState (driven VA a) b n + productState a (driven VB b) n := by
  cases n with
  | zero => simp [driven, productState]
  | succ n =>
    simp only [driven, productState]
    rw [Finset.Nat.sum_antidiagonal_succ, Finset.Nat.sum_antidiagonal_succ']
    simp [kronSum, Finset.sum_add_distrib]
```

The second lemma regroups the triple sums. After the products are expanded, `congr 1` separates the $A$ and $B$ parts. In each, `Finset.sum_nbij'` takes a relabelling of the triples together with its inverse. The goals that follow check that the total order stays `n`, that the two maps undo each other, and that the summands agree because a scalar moves freely across the tensor product.

```lean
/-- For added energy series, the energy term of a product series is the sum of the two
fragment contributions. -/
theorem energyTerm_product (EA EB : ℕ → ℂ) (a : ℕ → A) (b : ℕ → B) (n : ℕ) :
    energyTerm (fun k => EA k + EB k) (productState a b) n =
      productState (energyTerm EA a) b n + productState a (energyTerm EB b) n := by
  simp only [productState, energyTerm, add_smul, Finset.sum_add_distrib,
    TensorProduct.sum_tmul, TensorProduct.tmul_sum, Finset.smul_sum]
  -- both sides run over triples of orders with total `n`
  congr 1
  · rw [Finset.sum_sigma', Finset.sum_sigma']
    refine Finset.sum_nbij' (fun x => ⟨(x.1.1 + x.2.1, x.2.2), (x.1.1, x.2.1)⟩)
      (fun x => ⟨(x.2.1, x.2.2 + x.1.2), (x.2.2, x.1.2)⟩) ?_ ?_ ?_ ?_ ?_ <;>
      rintro ⟨⟨i, j⟩, ⟨k, l⟩⟩ h <;>
      simp only [Finset.mem_sigma, Finset.HasAntidiagonal.mem_antidiagonal, and_true] at h ⊢
    · omega
    · omega
    · rw [h.2]
    · rw [h.2]
    · exact TensorProduct.smul_tmul' _ _ _
  · rw [Finset.sum_sigma', Finset.sum_sigma']
    refine Finset.sum_nbij' (fun x => ⟨(x.2.1, x.1.1 + x.2.2), (x.1.1, x.2.2)⟩)
      (fun x => ⟨(x.2.1, x.1.1 + x.2.2), (x.1.1, x.2.2)⟩) ?_ ?_ ?_ ?_ ?_ <;>
      rintro ⟨⟨i, j⟩, ⟨k, l⟩⟩ h <;>
      simp only [Finset.mem_sigma, Finset.HasAntidiagonal.mem_antidiagonal, and_true] at h ⊢
    · omega
    · omega
    · rw [h.2]
    · rw [h.2]
    · exact (TensorProduct.tmul_smul _ _ _).symm
```

## Additivity at every order

The hypotheses `hA` and `hB` say that each fragment series solves all its order equations. The conclusion says the same of the Kronecker sums, with energies `EA n + EB n` and states `productState a b`. Both perturbations are counted by the same parameter $\lambda$.

In the proof, `ha` and `hb` are the fragment equations read from right to left. They are inserted after the two splitting lemmas; linearity then expands both sides into the same terms, and `abel` matches them.

```lean
/-- Added fragment energies and product-form corrections solve the equations of all orders for
two fragments that do not interact. -/
theorem additive_orders {HA VA : A →ₗ[ℂ] A} {HB VB : B →ₗ[ℂ] B} {EA EB : ℕ → ℂ}
    {a : ℕ → A} {b : ℕ → B} (hA : SolvesOrders HA VA EA a) (hB : SolvesOrders HB VB EB b) :
    SolvesOrders (kronSum HA HB) (kronSum VA VB) (fun n => EA n + EB n) (productState a b) := by
  intro n
  have ha : energyTerm EA a = fun n => HA (a n) + driven VA a n := funext fun n => (hA n).symm
  have hb : energyTerm EB b = fun n => HB (b n) + driven VB b n := funext fun n => (hB n).symm
  -- insert the fragment equations into the two energy contributions
  rw [driven_product, energyTerm_product, ha, hb]
  simp only [productState, kronSum, map_sum, LinearMap.add_apply, LinearMap.rTensor_tmul,
    LinearMap.lTensor_tmul, TensorProduct.add_tmul, TensorProduct.tmul_add,
    Finset.sum_add_distrib]
  abel
```

The theorem exhibits a solution of the composite equations. It does not say that every normalized solution has these energies, and for a degenerate level this can fail. Take $H_A=0$ on $\mathbb C^2$, let $V_A$ exchange the two coordinates, and let $B$ be $\mathbb C$ with zero operators. Then $(1,1)$ and $(1,-1)$, with all corrections zero, both solve the equations and are normalized by the first coordinate, but their first-order energies are $1$ and $-1$.

## Energies from a reference functional

The hypothesis `hφ` makes `φ` a left eigenfunctional of `H` with eigenvalue `E 0`, and `hn` is intermediate normalization. The proof applies `φ` to the equation of order `n + 1` and detaches the term $E_{n+1}\varphi(\psi_0)$ from the energy sum. Every other term contains `φ` of a correction and is zero.

```lean
/-- If `φ` is a left eigenfunctional of `H` with eigenvalue `E 0` and the series is in intermediate
normalization, the energy correction of order `n + 1` is `φ` applied to `V (ψ n)`. -/
theorem energy_formula {H V : M →ₗ[ℂ] M} {E : ℕ → ℂ} {ψ : ℕ → M} {φ : M →ₗ[ℂ] ℂ}
    (hs : SolvesOrders H V E ψ) (hφ : ∀ x, φ (H x) = E 0 * φ x) (hn : Normalized φ ψ) (n : ℕ) :
    E (n + 1) = φ (V (ψ n)) := by
  have h := congrArg φ (hs (n + 1))
  simp only [driven, energyTerm, Finset.Nat.sum_antidiagonal_succ', map_add, map_sum, map_smul,
    hφ, hn.1, hn.2, smul_eq_mul, mul_zero, mul_one, Finset.sum_const_zero, add_zero,
    zero_add] at h
  exact h.symm
```

## A displaced oscillator

An exactly solvable fragment shows that the assumptions can be met with a nonzero energy correction. Represent the raising operator by multiplication by $X$ and the lowering operator by $d/dX$, and measure energy in oscillator quanta from the zero-point level. Then $H=X\,d/dX$, and $V=X+d/dX$ is proportional to the position operator, the potential of a constant force. The series is

$$\psi_n=\frac{(-X)^n}{n!},\qquad E_2=-1,\qquad E_n=0\ \text{ for } n\ne2 .$$

For $n\ge1$ one has $H\psi_n=n\psi_n=-X\psi_{n-1}$, which cancels the raising part of $V\psi_{n-1}$. What remains is $d\psi_{n-1}/dX$. It is zero for $n=1$ and equals $-\psi_{n-2}=E_2\psi_{n-2}$ for $n\ge2$. At $n=0$ both sides of the order equation are zero.

The monomial $X^n$ stands for $\sqrt{n!}\,|n\rangle$, where $|n\rangle$ is the normalized number state, so $\psi_n=(-1)^n|n\rangle/\sqrt{n!}$. For real $\lambda$ the series sums to $e^{-\lambda X}$, and the corresponding unit vector is the coherent state $e^{-\lambda^2/2}e^{-\lambda X}$.

```lean
/-- The oscillator number operator `X d/dX` on polynomials. -/
def quanta : ℂ[X] →ₗ[ℂ] ℂ[X] := LinearMap.mulLeft ℂ Polynomial.X ∘ₗ Polynomial.derivative

/-- The linear perturbation `X + d/dX`, the sum of the raising and lowering operators. -/
def displacement : ℂ[X] →ₗ[ℂ] ℂ[X] := LinearMap.mulLeft ℂ Polynomial.X + Polynomial.derivative

/-- The energy series whose only nonzero entry is `-1` at second order. -/
def shiftEnergy (n : ℕ) : ℂ := if n = 2 then -1 else 0

/-- The state series `(-X)^n / n!`. -/
def coherent (n : ℕ) : ℂ[X] := Polynomial.monomial n ((-1) ^ n / (n.factorial : ℂ))
```

The number operator acts on monomials as expected.

```lean
/-- The number operator multiplies a monomial by its degree. -/
theorem quanta_monomial (n : ℕ) (c : ℂ) :
    quanta (Polynomial.monomial n c) = Polynomial.monomial n (c * n) := by
  cases n <;> simp [quanta, Polynomial.X_mul_monomial]
```

The last theorem has three parts: the order equations, intermediate normalization with respect to the constant coefficient, and the left-eigenfunctional property that `energy_formula` requires. The auxiliary identity `hc` says that the coefficient of $\psi_{n+1}$ times $n+1$ is minus the coefficient of $\psi_n$. It serves both the number operator and the derivative. Orders zero and one are treated separately. From order two on, `hE` reduces the energy sum to its single nonzero term, and the raising contributions cancel as above.

```lean
/-- The displaced oscillator solves the equations of all orders, in intermediate normalization
with respect to the constant coefficient, which is a left eigenfunctional. -/
theorem oscillator_witness : SolvesOrders quanta displacement shiftEnergy coherent ∧
    Normalized (Polynomial.lcoeff ℂ 0) coherent ∧
    ∀ x, Polynomial.lcoeff ℂ 0 (quanta x) = shiftEnergy 0 * Polynomial.lcoeff ℂ 0 x := by
  have hc : ∀ n : ℕ, (-1 : ℂ) ^ (n + 1) / ((n + 1).factorial : ℂ) * ((n + 1 : ℕ) : ℂ) =
      -((-1) ^ n / (n.factorial : ℂ)) := by
    intro n
    have h1 : (n.factorial : ℂ) ≠ 0 := Nat.cast_ne_zero.mpr n.factorial_ne_zero
    have h2 : ((n + 1 : ℕ) : ℂ) ≠ 0 := Nat.cast_ne_zero.mpr n.succ_ne_zero
    rw [Nat.factorial_succ, Nat.cast_mul, pow_succ]
    field_simp
  refine ⟨fun n => ?_, ⟨by simp [coherent], fun n => by simp [coherent,
    Polynomial.coeff_monomial]⟩, fun x => by simp [quanta, shiftEnergy]⟩
  rcases n with _ | _ | n
  · simp [driven, energyTerm, shiftEnergy, coherent, quanta]
  · simp [driven, energyTerm, shiftEnergy, coherent, quanta_monomial, displacement,
      Finset.Nat.sum_antidiagonal_succ, -map_add]
    rw [Polynomial.monomial_one_one_eq_X, neg_add_cancel]
  · -- only the second-order energy contributes
    have hE : energyTerm shiftEnergy coherent (n + 2) = -coherent n := by
      rw [energyTerm, Finset.sum_eq_single (2, n)]
      · simp [shiftEnergy]
      · rintro ⟨i, j⟩ h hne
        rw [Finset.HasAntidiagonal.mem_antidiagonal] at h
        have hi : i ≠ 2 := fun hi => hne (Prod.ext hi (by simp only at h ⊢; omega))
        simp [shiftEnergy, hi]
      · intro h
        exact absurd (Finset.HasAntidiagonal.mem_antidiagonal.mpr (Nat.add_comm 2 n)) h
    change quanta (coherent (n + 2)) + displacement (coherent (n + 1)) = _
    rw [hE, coherent, quanta_monomial, hc (n + 1)]
    simp only [coherent, displacement, LinearMap.add_apply, LinearMap.mulLeft_apply,
      Polynomial.X_mul_monomial, Polynomial.derivative_monomial, hc n, Nat.add_sub_cancel,
      map_neg]
    abel

end

end PerturbationSizeConsistency
```

With this oscillator as both fragments, `additive_orders` gives a composite solution with second-order energy $-2$ and all other energies zero. In variables $X$ and $Y$ for the two oscillators, its corrections are $(-(X+Y))^n/n!$ by the binomial theorem.

```lean
#print axioms PerturbationSizeConsistency.additive_orders
#print axioms PerturbationSizeConsistency.energy_formula
```

```
'PerturbationSizeConsistency.additive_orders' depends on axioms: [propext, Classical.choice, Quot.sound]
'PerturbationSizeConsistency.energy_formula' depends on axioms: [propext, Classical.choice, Quot.sound]
```
